# Thin-shell limits of a continuous weight w when q' > 0: w(c) with the factor q', w(c)/q'(c) without it

## Counting crossings with a histogram

A particle of mass m moves along a line x in a potential V(x) at inverse temperature β, and must cross a barrier to react. Transition-state theory estimates the rate from the equilibrium flux through a dividing point c, counted in the direction of the products. Its variational form moves c until this flux is smallest.

In a simulation the dividing point is usually specified through a reaction coordinate q(x), as the place where q = a. Hardly any sampled configuration has q equal to a exactly, so one collects those in a thin shell a < q < a + e and divides by the width e. The question is what should be summed over the shell: the configurations themselves, or the configurations weighted by the derivative q'.

The flux gives the answer. Let the products lie towards larger x, and let q' > 0 everywhere. If the particle has velocity v, the coordinate changes at the rate q'(x) v. Let w(x) = exp(−βV(x)) be the Boltzmann weight and Z its integral over a reactant region that is kept fixed when c is moved. Averaging v over the whole Maxwell distribution, with each negative v replaced by zero, gives the constant 1/√(2πmβ), and the transition-state estimate of the rate constant is

k = 1/√(2πmβ) · (1/Z) · lim (1/e) ∫ q'(x) w(x) dx,

where the integral runs over the shell and e tends to 0 from above. The factor q' comes from the velocity of the coordinate. A plain histogram of q leaves it out.

## The two limits

Let w be continuous, let q have a continuous derivative q' > 0 everywhere, and let q(c) = a. As e → 0 from above,

(1/e) ∫ q'(x) w(x) dx → w(c),

(1/e) ∫ w(x) dx → w(c)/q'(c),

with both integrals over the points where a < q(x) < a + e.

The first limit depends on the dividing point alone. The second also depends on how the coordinate is stretched there. For rate calculations with one classical degree of freedom, this means that the flux to be minimised is w(c) times a constant, whichever coordinate of this kind labels the points, while the height of the histogram changes with the label.

## Derivation

Since q' > 0, q is strictly increasing, and it is continuous. Take 0 < e < q(c + 1) − a. By the intermediate value theorem there is a point d between c and c + 1 with q(d) = a + e. Because q is strictly increasing, a < q(x) < a + e holds exactly when c < x < d, so the shell is the interval (c, d).

The upper edge d approaches c. Given δ > 0, choose e also smaller than q(c + δ) − a, which is positive. Then q(d) = a + e < q(c + δ), hence c < d < c + δ.

Now let g be any continuous function and put G(t) = ∫ g(x) dx, taken from c to t. The width is e = q(d) − q(c), and G(c) = 0. Therefore

(1/e) ∫ g(x) dx = [G(d) − G(c)] / [q(d) − q(c)]

= { [G(d) − G(c)]/(d − c) } / { [q(d) − q(c)]/(d − c) }.

As d → c, the numerator tends to G'(c) = g(c) by the fundamental theorem of calculus, and the denominator tends to q'(c) > 0. The limit is g(c)/q'(c).

With g = q'w this is q'(c)w(c)/q'(c) = w(c). With g = w it is w(c)/q'(c).

Two consequences follow. If w(c) ≠ 0, the bare limit equals w(c) exactly when w(c) = w(c)q'(c), that is, when q'(c) = 1. For Boltzmann weights and two dividing points c₁ and c₂, the weighted limits satisfy

exp(−βV(c₁)) ≤ exp(−βV(c₂)) exactly when V(c₂) ≤ V(c₁),

because β > 0 and the exponential is increasing. The smaller weighted limit belongs to the higher potential.

## A bottleneck in the wrong place

Take β = 1 and V(x) = −x²/2, an inverted parabola with its top at x = 0. The weight w(x) = exp(x²/2) is smallest there. It describes the barrier region only, since it has no finite integral over the whole line. Let the coordinate be q = x + x³, so that q' = 1 + 3x².

At x = 0, q = 0 and q' = 1, and the bare limit is 1. At x = 1, q = 2 and q' = 4, and the bare limit is exp(1/2)/4, about 0.41. The histogram is lower at x = 1 than at the barrier top, although the weight is higher there: exp(1/2), about 1.65, against 1.

## The factor in a sampled estimate

Suppose that a run has produced N configurations xᵢ with probability density proportional to w, over a region that contains both the reactants and the shell. The histogram estimate at q = a is the number of configurations in the shell divided by Ne. The weighted estimate replaces that number by the sum of q'(xᵢ) over the same configurations. To estimate the w(c)/Z of the rate formula, N is then replaced by the number of configurations in the reactant region.

In the example, a bin of width 0.04 starting at q = 0 covers a length of about 0.04 in x. A bin of the same width starting at q = 2 covers only about 0.01, and so collects about a quarter of the configurations that the weight alone would suggest. Giving each of them the factor q' ≈ 4 restores the count.

## A surface crossed twice

It is not enough that q' be positive at c alone. Take q = x², w = 1, a = 1 and c = 1, where q'(c) = 2. The shell now has two parts, one just above x = 1 and one just below x = −1. The integral of q'w = 2x over the right part is e and over the left part −e. The weighted expression is therefore 0 for every e > 0, and its limit is not w(c) = 1. The bare expression tends to 1, twice the value w(c)/q'(c) = 1/2. Elementary integration settles this case, which is separate from the theorems below.

## Reading the Lean statements

`shell q a e` is the set of points with a < q(x) < a + e. `shellAverage q g a e` is the integral of g over that set divided by e. Despite its name it is not a normalised mean: the divisor is the width in q, not the length or the total weight of the shell. The weights are unnormalised too, and division by Z turns the limits into w(c)/Z and w(c)/(Z q'(c)).

The symbol `q'` is a separate function, tied to `q` by the hypothesis `∀ x, HasDerivAt q (q' x) x`. In `boltzmann_limit_le_iff`, by contrast, `c'` and `L'` are a second dividing point and its limit, with no derivative meant. The filter `𝓝[>] 0` says that e tends to 0 through positive values.

The theorem `shell_limits` states both limits together. It places no sign condition on `w`, so a positive physical weight is a special case. `bare_limit_correct_iff` adds `w c ≠ 0`, since at a zero of the weight both limits vanish whatever q' is. `boltzmann_limit_le_iff` takes numbers `L` and `L'` that are the weighted limits at `c` and `c'`, and compares them. `bare_limit_misplaces_minimum` records the example above.

The setting is a single position variable and classical statistics. The statements contain no momenta: the passage from the weighted limit to a rate constant is the Maxwell average in the first part of these notes, together with the transition-state assumption that trajectories do not recross.

## The file

```lean
import Mathlib

open Filter MeasureTheory
open scoped Topology

namespace VariationalTST

/-- The set of points whose coordinate `q` is greater than `a` and less than `a + e`: a thin shell
when `e > 0` is small. -/
def shell (q : ℝ → ℝ) (a e : ℝ) : Set ℝ := {x | a < q x ∧ q x < a + e}

/-- The integral of `g` over the shell above `q = a`, divided by the shell width `e`,
for `e > 0`. -/
noncomputable def shellAverage (q g : ℝ → ℝ) (a e : ℝ) : ℝ :=
  (∫ x in shell q a e, g x) / e

/-- For a strictly increasing coordinate and `e > 0`, the shell is the open interval between the
points where the coordinate takes the values `a` and `a + e`. -/
theorem shell_eq_Ioo {q : ℝ → ℝ} {a c d e : ℝ} (hq : StrictMono q)
    (hc : q c = a) (hd : q d = a + e) : shell q a e = Set.Ioo c d := by
  ext x
  simp only [shell, Set.mem_ofPred_eq, Set.mem_Ioo]
  rw [← hd, ← hc, hq.lt_iff_lt, hq.lt_iff_lt]

/-- For a differentiable coordinate with positive derivative and a continuous function `g`,
the shell average of `g` tends to `g c / q' c` as the shell shrinks onto the point `c`
from above. -/
theorem tendsto_shellAverage {q q' g : ℝ → ℝ} {a c : ℝ}
    (hq : ∀ x, HasDerivAt q (q' x) x) (hpos : ∀ x, 0 < q' x)
    (hg : Continuous g) (hc : q c = a) :
    Tendsto (shellAverage q g a) (𝓝[>] 0) (𝓝 (g c / q' c)) := by
  have hmono : StrictMono q :=
    strictMono_of_deriv_pos (fun x => by rw [(hq x).deriv]; exact hpos x)
  have hcont : Continuous q := continuous_iff_continuousAt.2 fun x => (hq x).continuousAt
  -- the upper edge `d e` of the shell exists for small widths
  have hex : ∀ e : ℝ, ∃ d : ℝ, 0 < e → e < q (c + 1) - a → q d = a + e := by
    intro e
    by_cases h : 0 < e ∧ e < q (c + 1) - a
    · obtain ⟨d, _, hd⟩ := intermediate_value_Icc (by linarith : c ≤ c + 1)
        hcont.continuousOn (show a + e ∈ Set.Icc (q c) (q (c + 1)) from
          ⟨by linarith [h.1], by linarith [h.2]⟩)
      exact ⟨d, fun _ _ => hd⟩
    · exact ⟨c, fun h1 h2 => absurd ⟨h1, h2⟩ h⟩
  choose d hd using hex
  have hsmall : ∀ δ : ℝ, 0 < δ → ∀ᶠ e in 𝓝[>] (0 : ℝ), 0 < e ∧ e < q (c + δ) - a := by
    intro δ hδ
    have h : 0 < q (c + δ) - a := by
      have := hmono (show c < c + δ by linarith)
      linarith
    filter_upwards [Ioo_mem_nhdsGT h] with e he using ⟨he.1, he.2⟩
  have hgt : ∀ᶠ e in 𝓝[>] (0 : ℝ), q (d e) = a + e ∧ c < d e := by
    filter_upwards [hsmall 1 one_pos] with e he
    have h := hd e he.1 he.2
    exact ⟨h, hmono.lt_iff_lt.1 (by linarith [he.1])⟩
  -- the upper edge approaches the dividing point
  have hlim : Tendsto d (𝓝[>] 0) (𝓝[≠] c) := by
    refine tendsto_nhdsWithin_iff.2 ⟨?_, hgt.mono fun e he => he.2.ne'⟩
    rw [Metric.tendsto_nhds]
    intro δ hδ
    filter_upwards [hgt, hsmall δ hδ] with e h1 h2
    have h3 : d e < c + δ := hmono.lt_iff_lt.1 (by linarith [h1.1, h2.2])
    rw [Real.dist_eq, abs_lt]
    constructor <;> linarith [h1.2]
  -- the shell average is a quotient of two difference quotients
  have hG : HasDerivAt (fun t => ∫ x in c..t, g x) (g c) c :=
    (hg.integral_hasStrictDerivAt c c).hasDerivAt
  have hratio := ((hasDerivAt_iff_tendsto_slope.1 hG).comp hlim).div
    ((hasDerivAt_iff_tendsto_slope.1 (hq c)).comp hlim) (hpos c).ne'
  refine hratio.congr' ?_
  filter_upwards [hgt, self_mem_nhdsWithin] with e he hepos
  have he0 : 0 < e := hepos
  have hne : d e - c ≠ 0 := sub_ne_zero.2 he.2.ne'
  have hqe : q (d e) - q c = e := by linarith [he.1]
  have hint : ∫ x in shell q a e, g x = ∫ x in c..d e, g x := by
    rw [shell_eq_Ioo hmono hc he.1, intervalIntegral.integral_of_le he.2.le,
      integral_Ioc_eq_integral_Ioo]
  simp only [Pi.div_apply, Function.comp_apply, slope_def_field,
    intervalIntegral.integral_same, sub_zero, shellAverage, hqe, hint]
  field_simp

/-- For a continuous weight `w` and a continuously differentiable coordinate with `q' > 0`
and `q c = a`, the shell average of `q' w` tends to `w c`, whereas that of `w` alone tends
to `w c / q' c`. -/
theorem shell_limits {q q' w : ℝ → ℝ} {a c : ℝ}
    (hq : ∀ x, HasDerivAt q (q' x) x) (hq' : Continuous q') (hpos : ∀ x, 0 < q' x)
    (hw : Continuous w) (hc : q c = a) :
    Tendsto (shellAverage q (fun x => q' x * w x) a) (𝓝[>] 0) (𝓝 (w c)) ∧
      Tendsto (shellAverage q w a) (𝓝[>] 0) (𝓝 (w c / q' c)) := by
  refine ⟨?_, tendsto_shellAverage hq hpos hw hc⟩
  have h := tendsto_shellAverage (g := fun x => q' x * w x) hq hpos (hq'.mul hw) hc
  have e : q' c * w c / q' c = w c := mul_div_cancel_left₀ _ (hpos c).ne'
  simpa only [e] using h

/-- For a coordinate with positive derivative and `q c = a`, and a continuous weight that does not
vanish at `c`, the shell average without the factor `q'` tends to `w c` exactly when `q' c = 1`. -/
theorem bare_limit_correct_iff {q q' w : ℝ → ℝ} {a c : ℝ}
    (hq : ∀ x, HasDerivAt q (q' x) x) (hpos : ∀ x, 0 < q' x)
    (hw : Continuous w) (hc : q c = a) (hw0 : w c ≠ 0) :
    Tendsto (shellAverage q w a) (𝓝[>] 0) (𝓝 (w c)) ↔ q' c = 1 := by
  have h := tendsto_shellAverage hq hpos hw hc
  constructor
  · intro h1
    have e := tendsto_nhds_unique h h1
    rw [div_eq_iff (hpos c).ne'] at e
    exact mul_left_cancel₀ hw0 (by linarith)
  · intro h1
    simpa only [h1, div_one] using h

/-- For a continuous potential `V`, inverse temperature `β > 0` and a continuously
differentiable coordinate with `q' > 0`, the limiting shell average of `q' exp (-β V)` at `c`
is at most that at `c'` exactly when `V c' ≤ V c`. -/
theorem boltzmann_limit_le_iff {q q' V : ℝ → ℝ} {β c c' L L' : ℝ}
    (hq : ∀ x, HasDerivAt q (q' x) x) (hq' : Continuous q') (hpos : ∀ x, 0 < q' x)
    (hV : Continuous V) (hβ : 0 < β)
    (hL : Tendsto (shellAverage q (fun x => q' x * Real.exp (-(β * V x))) (q c))
      (𝓝[>] 0) (𝓝 L))
    (hL' : Tendsto (shellAverage q (fun x => q' x * Real.exp (-(β * V x))) (q c'))
      (𝓝[>] 0) (𝓝 L')) :
    L ≤ L' ↔ V c' ≤ V c := by
  have hw : Continuous (fun x => Real.exp (-(β * V x))) := by fun_prop
  have e : L = Real.exp (-(β * V c)) :=
    tendsto_nhds_unique hL (shell_limits hq hq' hpos hw rfl).1
  have e' : L' = Real.exp (-(β * V c')) :=
    tendsto_nhds_unique hL' (shell_limits hq hq' hpos hw rfl).1
  rw [e, e', Real.exp_le_exp]
  constructor
  · intro h
    exact le_of_mul_le_mul_left (by linarith) hβ
  · intro h
    have := mul_le_mul_of_nonneg_left h hβ.le
    linarith

/-- The weight `exp (x² / 2)` is smallest at `x = 0` only, yet with the coordinate `x + x³` its
shell average without the factor `q'` has a smaller limit at `x = 1` (where `q = 2`) than at
`x = 0`. -/
theorem bare_limit_misplaces_minimum :
    (∀ x : ℝ, x ≠ 0 → Real.exp ((0 : ℝ) ^ 2 / 2) < Real.exp (x ^ 2 / 2)) ∧
    Tendsto (shellAverage (fun x => x + x ^ 3) (fun x => Real.exp (x ^ 2 / 2)) 0)
      (𝓝[>] 0) (𝓝 1) ∧
    Tendsto (shellAverage (fun x => x + x ^ 3) (fun x => Real.exp (x ^ 2 / 2)) 2)
      (𝓝[>] 0) (𝓝 (Real.exp (1 / 2) / 4)) ∧
    Real.exp (1 / 2) / 4 < 1 := by
  have hq : ∀ x : ℝ, HasDerivAt (fun x : ℝ => x + x ^ 3) (1 + 3 * x ^ 2) x := fun x =>
    ((hasDerivAt_id' x).fun_add (hasDerivAt_pow 3 x)).congr_deriv (by norm_num)
  have hpos : ∀ x : ℝ, 0 < 1 + 3 * x ^ 2 := fun x => by positivity
  have hw : Continuous (fun x : ℝ => Real.exp (x ^ 2 / 2)) := by fun_prop
  refine ⟨?_, ?_, ?_, ?_⟩
  · intro x hx
    have h : 0 < x ^ 2 := by positivity
    exact Real.exp_lt_exp.2 (by linarith)
  · have h := tendsto_shellAverage (a := 0) (c := 0) hq hpos hw (by norm_num)
    convert h using 2
    norm_num
  · have h := tendsto_shellAverage (a := 2) (c := 1) hq hpos hw (by norm_num)
    convert h using 2
    norm_num
  · have h : Real.exp (1 / 2) ≤ Real.exp 1 := Real.exp_le_exp.2 (by norm_num)
    linarith [Real.exp_one_lt_d9]

end VariationalTST
```

```lean
#print axioms VariationalTST.bare_limit_correct_iff
#print axioms VariationalTST.boltzmann_limit_le_iff
#print axioms VariationalTST.bare_limit_misplaces_minimum
```

```
'VariationalTST.bare_limit_correct_iff' depends on axioms: [propext, Classical.choice, Quot.sound]
'VariationalTST.boltzmann_limit_le_iff' depends on axioms: [propext, Classical.choice, Quot.sound]
'VariationalTST.bare_limit_misplaces_minimum' depends on axioms: [propext, Classical.choice, Quot.sound]
```

## The proof in Lean

`shell_eq_Ioo` identifies the shell with the open interval (c, d). It rewrites a and a + e as q(c) and q(d), then uses strict monotonicity to turn inequalities between values of q into inequalities between points.

`tendsto_shellAverage` carries the main argument for a general continuous `g`. Strict monotonicity comes from the positive derivative. The step `hex` obtains the upper edge from `intermediate_value_Icc` on the interval from c to c + 1, and `choose` collects these points into a function `d` of the width. That function must be defined for every real e, so `hex` supplies the point c when e is outside the useful range; the limit never sees those values.

`hsmall` says that e eventually lies below q(c + δ) − a, for each δ > 0. From it, `hgt` gives q(d) = a + e and c < d for small widths, and `hlim` gives d → c. The target there is `𝓝[≠] c`, the neighbourhoods of c with c itself removed, because the difference quotients divide by d − c.

`hG` is the fundamental theorem of calculus for G. `hratio` composes the two difference quotients with `d` and divides their limits, which is allowed because q'(c) ≠ 0. What remains is to show that this ratio equals the shell average for small positive e. `hint` rewrites the shell integral as an integral from c to d, using the fact that a single endpoint contributes nothing, and `field_simp` cancels the common factor d − c.

`shell_limits` applies this result twice. For the weighted integrand, the continuity of `q'` makes the product q'w continuous, and `mul_div_cancel_left₀` cancels q'(c).

The next two theorems use the uniqueness of limits, `tendsto_nhds_unique`. In `bare_limit_correct_iff` it turns convergence to w(c) into the equation w(c)/q'(c) = w(c), from which the nonzero factor w(c) is cancelled. In `boltzmann_limit_le_iff` it identifies `L` and `L'` with the two Boltzmann factors, and `Real.exp_le_exp` reduces their comparison to one between the exponents.

For the example, the derivative 1 + 3x² is computed and shown to be positive, and the general limit is evaluated at x = 0 and x = 1. The final inequality, exp(1/2)/4 < 1, follows from exp(1/2) ≤ exp(1) and a numerical upper bound on exp(1), which is less than 4.
